# At the exact upper component, the mean-energy error is quadratic in the decoupling error

An approximate decoupling matrix $Y$ is judged here by the mean energy of the full Hamiltonian in the vector $w=(u,Yu)$, where $u$ is the exact upper component. It is not judged by an eigenvalue of the effective operator $A+BY$, whose error is in general linear in the error of $Y$. The full Hamiltonian has the block form

$$H=\begin{pmatrix}A&B\\B^\dagger&D\end{pmatrix},$$

and the exact decoupling matrix $X$ satisfies $B^\dagger+DX=X(A+BX)$. The vector $u$ satisfies $(A+BX)u=Eu$ with $E$ real. Both equations are hypotheses: the existence of $X$ and $u$ is not derived.

In relativistic electronic structure, $u$ and $Xu$ are the large and small components of a four-component spinor. For a finite matrix Hamiltonian in an orthonormal basis, the result says how an error in the small component enters the energy when the large component is kept exact.

## Blocks, vectors and the mean energy

The upper and lower components are indexed by finite types `m` and `n`, of any size. The type `k` stands for a general index set, so that the same definitions serve for $H$ and for $D$.

```lean
import Mathlib

open Matrix

namespace ApproximateDecoupling

noncomputable section

variable {m n k : Type*} [Fintype m] [Fintype n] [Fintype k]
```

The full matrix acts on vectors indexed by the disjoint union `m ⊕ n`. The lower-left block is the conjugate transpose `Bᴴ`, so $H$ is Hermitian when $A$ and $D$ are. The theorems ask this of $D$ only. The Dirac case has Hermitian $A$ as well.

```lean
/-- The block Hamiltonian with upper block `A`, lower block `D` and coupling `B`. -/
def blockH (A : Matrix m m ℂ) (B : Matrix m n ℂ) (D : Matrix n n ℂ) :
    Matrix (m ⊕ n) (m ⊕ n) ℂ :=
  Matrix.fromBlocks A B Bᴴ D
```

The trial vector keeps $u$ and generates its lower component with $Y$. In Lean, `*ᵥ` is the action of a matrix on a vector, and `Sum.elim` joins the two components.

```lean
/-- The full vector `(u, Y u)` whose lower component is generated from the upper one by `Y`. -/
def embed (Y : Matrix n m ℂ) (u : m → ℂ) : m ⊕ n → ℂ :=
  Sum.elim u (Y *ᵥ u)
```

For a square matrix $M$ and a vector $x$, the central quantity is

$$\langle x,(E-M)x\rangle = x^\dagger(Ex-Mx).$$

The product `⬝ᵥ` does not conjugate, so `star x` supplies the conjugation in the left argument. The energy `E` has type `ℝ`, and this reality is used below.

```lean
/-- The quadratic form `⟨x, (E - M) x⟩`. -/
def gapForm (M : Matrix k k ℂ) (E : ℝ) (x : k → ℂ) : ℂ :=
  star x ⬝ᵥ ((E : ℂ) • x - M *ᵥ x)
```

The squared norm is $\|x\|^2=\sum_i|x_i|^2$. This fixes the metric as the identity; a non-orthogonal basis with an overlap matrix must be orthonormalised first.

```lean
/-- The squared norm of a complex vector. -/
def sqNorm (x : k → ℂ) : ℝ := ∑ i, Complex.normSq (x i)
```

The mean energy is the Rayleigh quotient, with the norm in the denominator because $w$ is not normalised:

$$\bar E(w)=\frac{\operatorname{Re}\langle w,Hw\rangle}{\|w\|^2}.$$

For Hermitian $H$ the numerator is already real.

```lean
/-- The mean energy `⟨x, M x⟩ / ⟨x, x⟩` (real part). -/
def meanEnergy (M : Matrix k k ℂ) (x : k → ℂ) : ℝ :=
  (star x ⬝ᵥ (M *ᵥ x)).re / sqNorm x
```

Division by the norm requires a nonzero vector. If $x\neq0$, some component $x_i$ is nonzero, and its term makes the sum of nonnegative terms positive.

```lean
/-- A nonzero vector has positive squared norm. -/
theorem sqNorm_pos {x : k → ℂ} (hx : x ≠ 0) : 0 < sqNorm x := by
  obtain ⟨i, hi⟩ := Function.ne_iff.mp hx
  exact Finset.sum_pos' (fun j _ => Complex.normSq_nonneg _)
    ⟨i, Finset.mem_univ i, Complex.normSq_pos.mpr (by simpa using hi)⟩
```

The quadratic form and the mean energy are connected by expanding the bracket:

$$\operatorname{Re}\langle x,(E-M)x\rangle=E\|x\|^2-\operatorname{Re}\langle x,Mx\rangle.$$

The proof first identifies $x^\dagger x$ with the real number $\|x\|^2$, then distributes the product over the difference.

```lean
/-- The real part of `⟨x, (E - M) x⟩` is `E ⟨x, x⟩` minus the real part of `⟨x, M x⟩`. -/
theorem gapForm_re (M : Matrix k k ℂ) (E : ℝ) (x : k → ℂ) :
    (gapForm M E x).re = E * sqNorm x - (star x ⬝ᵥ (M *ᵥ x)).re := by
  have h : star x ⬝ᵥ x = (sqNorm x : ℂ) := by
    simp only [sqNorm, dotProduct, Pi.star_apply, Complex.ofReal_sum]
    refine Finset.sum_congr rfl fun i _ => ?_
    rw [Complex.normSq_eq_conj_mul_self]
    rfl
  rw [gapForm, dotProduct_sub, dotProduct_smul, h, smul_eq_mul, Complex.sub_re,
    ← Complex.ofReal_mul, Complex.ofReal_re]
```

## From the decoupled equation to the two coupled ones

Put $v=Xu$. The upper equation is the eigenvalue equation with its bracket opened:

$$Au+Bv=(A+BX)u=Eu.$$

For the lower equation, apply the decoupling condition to $u$:

$$B^\dagger u+Dv=(B^\dagger+DX)u=X(A+BX)u=X(Eu)=Ev.$$

Thus $(u,Xu)$ solves the full eigenvalue problem at the same energy $E$. The two branches of the proof are these two lines, with `hX` and `hu` inserted where the conditions are used.

```lean
variable {A : Matrix m m ℂ} {B : Matrix m n ℂ} {D : Matrix n n ℂ}
  {X : Matrix n m ℂ} {u : m → ℂ} {E : ℝ}

/-- An eigenvector `u` of the decoupled Hamiltonian `A + B X` gives components `u` and `X u`
that solve the two coupled equations of the full problem at the same energy. -/
theorem coupled_equations (hX : Bᴴ + D * X = X * (A + B * X))
    (hu : (A + B * X) *ᵥ u = (E : ℂ) • u) :
    A *ᵥ u + B *ᵥ (X *ᵥ u) = (E : ℂ) • u ∧
      Bᴴ *ᵥ u + D *ᵥ (X *ᵥ u) = (E : ℂ) • (X *ᵥ u) := by
  constructor
  · rw [Matrix.mulVec_mulVec, ← Matrix.add_mulVec]
    exact hu
  · rw [Matrix.mulVec_mulVec, ← Matrix.add_mulVec, hX, ← Matrix.mulVec_mulVec, hu,
      Matrix.mulVec_smul]
```

## The linear terms cancel

Now let $(u,v)$ be any solution of the coupled equations, and change the lower component to $v+d$. The upper and lower parts of $(E-H)(u,v+d)$ are

$$Eu-Au-B(v+d)=-Bd,$$

$$E(v+d)-B^\dagger u-D(v+d)=(E-D)d.$$

Each residual is linear in $d$. Taking the inner product with $(u,v+d)$ gives

$$-u^\dagger Bd+v^\dagger(E-D)d+d^\dagger(E-D)d.$$

The first two terms are linear in the change. Since $D$ is Hermitian and $E$ is real, $E-D$ can be moved to the left factor, where the lower coupled equation $(E-D)v=B^\dagger u$ applies:

$$v^\dagger(E-D)d=\bigl((E-D)v\bigr)^\dagger d=(B^\dagger u)^\dagger d=u^\dagger Bd.$$

The linear terms cancel, and $d^\dagger(E-D)d$ remains. No term has been neglected, so the identity holds for changes of any size.

In the proof, `hs` splits the form into upper and lower contributions, `e1` and `e2` are the two residuals, and `e3` is the adjoint step. The final `ring` performs the cancellation.

```lean
/-- If `(u, v)` solves the coupled equations at energy `E`, changing the lower component by `d`
changes the form `⟨w, (E - H) w⟩` from zero to `⟨d, (E - D) d⟩`. -/
theorem gapForm_lower_change (hD : D.IsHermitian) {v : n → ℂ}
    (h1 : A *ᵥ u + B *ᵥ v = (E : ℂ) • u)
    (h2 : Bᴴ *ᵥ u + D *ᵥ v = (E : ℂ) • v) (d : n → ℂ) :
    gapForm (blockH A B D) E (Sum.elim u (v + d)) = gapForm D E d := by
  -- split the form into its upper and lower contributions
  have hs : gapForm (blockH A B D) E (Sum.elim u (v + d)) =
      star u ⬝ᵥ ((E : ℂ) • u - (A *ᵥ u + B *ᵥ (v + d))) +
      star (v + d) ⬝ᵥ ((E : ℂ) • (v + d) - (Bᴴ *ᵥ u + D *ᵥ (v + d))) := by
    simp only [gapForm, blockH, Matrix.fromBlocks_mulVec, Sum.elim_comp_inl,
      Sum.elim_comp_inr, dotProduct, Fintype.sum_sum_type, Pi.star_apply, Pi.sub_apply,
      Pi.smul_apply, Sum.elim_inl, Sum.elim_inr]
  -- the coupled equations remove everything of order zero in the residuals
  have e1 : (E : ℂ) • u - (A *ᵥ u + B *ᵥ (v + d)) = -(B *ᵥ d) := by
    rw [Matrix.mulVec_add, ← h1]
    abel
  have e2 : (E : ℂ) • (v + d) - (Bᴴ *ᵥ u + D *ᵥ (v + d)) = (E : ℂ) • d - D *ᵥ d := by
    rw [Matrix.mulVec_add, smul_add, ← h2]
    abel
  -- the adjoint of the lower equation cancels the linear terms
  have e3 : star v ⬝ᵥ ((E : ℂ) • d - D *ᵥ d) = star u ⬝ᵥ (B *ᵥ d) := by
    have h := congrArg (fun z => star z ⬝ᵥ d) h2
    simp only [star_add, add_dotProduct, Matrix.star_mulVec, ← Matrix.dotProduct_mulVec,
      Matrix.conjTranspose_conjTranspose, hD.eq, star_smul, smul_dotProduct,
      Complex.star_def, Complex.conj_ofReal, smul_eq_mul] at h
    rw [dotProduct_sub, dotProduct_smul, smul_eq_mul]
    linear_combination -h
  rw [hs, e1, e2, star_add, add_dotProduct, e3, dotProduct_neg, gapForm]
  ring
```

## The identity for a trial decoupling matrix

For a trial matrix $Y$, define the decoupling error as seen by the state, $\delta=(Y-X)u$. Then $Yu=Xu+\delta$, and the previous result with $v=Xu$ and $d=\delta$ gives

$$\langle w,(E-H)w\rangle=\langle\delta,(E-D)\delta\rangle,\qquad w=(u,Yu).$$

This is an equality of complex numbers, and $Y$ is arbitrary: it need not satisfy any decoupling equation. Only the action of $Y-X$ on $u$ enters, so an error of $Y$ on other vectors has no effect on this state.

```lean
/-- For any approximate decoupling matrix `Y` and `w = (u, Y u)`, the form `⟨w, (E - H) w⟩`
equals `⟨δ, (E - D) δ⟩` with the decoupling error `δ = (Y - X) u`. -/
theorem decoupling_error (hD : D.IsHermitian) (hX : Bᴴ + D * X = X * (A + B * X))
    (hu : (A + B * X) *ᵥ u = (E : ℂ) • u) (Y : Matrix n m ℂ) :
    gapForm (blockH A B D) E (embed Y u) = gapForm D E ((Y - X) *ᵥ u) := by
  obtain ⟨h1, h2⟩ := coupled_equations hX hu
  have hY : Y *ᵥ u = X *ᵥ u + (Y - X) *ᵥ u := by
    rw [Matrix.sub_mulVec]
    abel
  rw [embed, hY]
  exact gapForm_lower_change hD h1 h2 _
```

## The energy error after normalisation

If $u\neq0$, then $w\neq0$, because $u$ is its upper component. In fact $\|w\|^2=\|u\|^2+\|Yu\|^2$.

```lean
/-- The vector `(u, Y u)` has positive squared norm when `u` is nonzero. -/
theorem embed_sqNorm_pos (hu0 : u ≠ 0) (Y : Matrix n m ℂ) : 0 < sqNorm (embed Y u) := by
  apply sqNorm_pos
  intro h
  exact hu0 (funext fun i => by simpa [embed] using congrFun h (Sum.inl i))
```

Taking real parts of the identity and dividing by $\|w\|^2$ gives

$$E-\bar E(w)=\frac{\operatorname{Re}\langle\delta,(E-D)\delta\rangle}{\|w\|^2}.$$

The numerator is exactly quadratic in $\delta$. The denominator also depends on $Y$, but it is never smaller than $\|u\|^2$. The proof rewrites the right-hand side with `decoupling_error`, and then uses `gapForm_re` to recognise the mean energy.

```lean
/-- The exact energy minus the mean energy of `(u, Y u)` is `⟨δ, (E - D) δ⟩ / ⟨w, w⟩`,
where `δ = (Y - X) u` and `w = (u, Y u)`. -/
theorem energy_error (hD : D.IsHermitian) (hX : Bᴴ + D * X = X * (A + B * X))
    (hu : (A + B * X) *ᵥ u = (E : ℂ) • u) (hu0 : u ≠ 0) (Y : Matrix n m ℂ) :
    E - meanEnergy (blockH A B D) (embed Y u) =
      (gapForm D E ((Y - X) *ᵥ u)).re / sqNorm (embed Y u) := by
  have hN := embed_sqNorm_pos hu0 Y
  rw [← decoupling_error hD hX hu Y, gapForm_re, meanEnergy, sub_div, mul_div_assoc,
    div_self hN.ne', mul_one]
```

## The sign and size of the error

Suppose that for every lower vector $x$

$$0\le\operatorname{Re}\langle x,(E-D)x\rangle\le K\|x\|^2.$$

The left inequality says that no eigenvalue of $D$ lies above $E$. For a Dirac Hamiltonian with the rest energy included, $D$ represents $V-mc^2$, where $V$ is the potential, $m$ the mass and $c$ the speed of light. The condition then holds for an electronic state with $E>-mc^2$ in a potential that is nowhere positive. The constant $K$ must be at least the largest distance from $E$ down to an eigenvalue of $D$. If the potential is weak everywhere and $E$ is near $mc^2$, $K$ can be chosen close to $2mc^2$; a basis that resolves the deep potential near a nucleus needs a larger value.

Inserting $x=\delta$ into the energy error gives

$$\bar E(w)\le E,\qquad E-\bar E(w)\le\frac{K\|\delta\|^2}{\|w\|^2}.$$

The approximate energy therefore lies at or below the exact one. This is the opposite of the bound familiar from a ground-state calculation, because here the variation mixes in lower-block states that lie below $E$.

```lean
/-- If `E - D` is nonnegative and bounded above by `K`, the mean energy of `(u, Y u)` never
exceeds `E`, and falls below it by at most `K ⟨δ, δ⟩ / ⟨w, w⟩`. -/
theorem energy_bounds (hD : D.IsHermitian) (hX : Bᴴ + D * X = X * (A + B * X))
    (hu : (A + B * X) *ᵥ u = (E : ℂ) • u) (hu0 : u ≠ 0) {K : ℝ}
    (hgap : ∀ x, 0 ≤ (gapForm D E x).re ∧ (gapForm D E x).re ≤ K * sqNorm x)
    (Y : Matrix n m ℂ) :
    meanEnergy (blockH A B D) (embed Y u) ≤ E ∧
      E - meanEnergy (blockH A B D) (embed Y u) ≤
        K * sqNorm ((Y - X) *ᵥ u) / sqNorm (embed Y u) := by
  have hN := embed_sqNorm_pos hu0 Y
  have h := energy_error hD hX hu hu0 Y
  constructor
  · have := div_nonneg (hgap ((Y - X) *ᵥ u)).1 hN.le
    linarith
  · rw [h]
    exact div_le_div_of_nonneg_right (hgap _).2 hN.le
```

If $E-D$ is strictly positive on nonzero vectors, a zero energy error forces $\delta=0$. Conversely, $\delta=0$ makes the error vanish. Hence

$$\bar E(w)=E\quad\Longleftrightarrow\quad Yu=Xu.$$

The conclusion is equality on $u$, which is weaker than $Y=X$ in general. For the forward direction the proof assumes $Yu\neq Xu$ and obtains a positive energy error, a contradiction.

```lean
/-- If `E - D` is positive definite, the mean energy of `(u, Y u)` equals `E` exactly when
`Y` and `X` give the same lower component. -/
theorem energy_exact_iff (hD : D.IsHermitian) (hX : Bᴴ + D * X = X * (A + B * X))
    (hu : (A + B * X) *ᵥ u = (E : ℂ) • u) (hu0 : u ≠ 0)
    (hpos : ∀ x, x ≠ 0 → 0 < (gapForm D E x).re) (Y : Matrix n m ℂ) :
    meanEnergy (blockH A B D) (embed Y u) = E ↔ Y *ᵥ u = X *ᵥ u := by
  have h := energy_error hD hX hu hu0 Y
  constructor
  · intro he
    by_contra hne
    have hd : (Y - X) *ᵥ u ≠ 0 := by
      rw [Matrix.sub_mulVec]
      exact sub_ne_zero.mpr hne
    have := div_pos (hpos _ hd) (embed_sqNorm_pos hu0 Y)
    linarith
  · intro he
    have hd : (Y - X) *ᵥ u = 0 := by rw [Matrix.sub_mulVec, he, sub_self]
    have h0 : (gapForm D E (0 : n → ℂ)).re = 0 := by simp [gapForm]
    rw [hd, h0, zero_div] at h
    linarith
```

## A free Dirac particle with mass 3 and momentum 4

In units with $c=1$, the one-dimensional free Dirac Hamiltonian at fixed momentum is

$$H=\begin{pmatrix}3&4\\4&-3\end{pmatrix},$$

with positive energy $E=\sqrt{3^2+4^2}=5$. For $X=1/2$, both sides of the decoupling equation equal $5/2$:

$$4-3\cdot\tfrac12=\tfrac12\left(3+4\cdot\tfrac12\right).$$

The effective operator is $3+4\cdot\frac12=5$, so $u=1$ is an eigenvector at the required energy. The gap is $E-D=5-(-3)=8$, which is positive. The last theorem checks these facts, and so shows that the assumptions of the earlier theorems can be met with a nonzero coupling.

```lean
/-- The one-dimensional free Dirac Hamiltonian with mass 3 and momentum 4 (in units `c = 1`)
is decoupled by `X = 1/2` at energy 5, and there `E - D` equals 8. -/
theorem decoupling_witness :
    (!![-3] : Matrix (Fin 1) (Fin 1) ℂ).IsHermitian ∧
    (!![4] : Matrix (Fin 1) (Fin 1) ℂ)ᴴ + !![-3] * !![1 / 2] =
      !![1 / 2] * (!![3] + !![4] * !![1 / 2]) ∧
    ((!![3] : Matrix (Fin 1) (Fin 1) ℂ) + !![4] * !![1 / 2]) *ᵥ (fun _ => 1) =
      ((5 : ℝ) : ℂ) • (fun _ => 1) ∧
    ∀ x : Fin 1 → ℂ, (gapForm !![-3] 5 x).re = 8 * sqNorm x := by
  refine ⟨?_, ?_, ?_, ?_⟩
  · ext i j
    fin_cases i
    fin_cases j
    simp [Matrix.conjTranspose_apply]
  · ext i j
    fin_cases i
    fin_cases j
    norm_num [Matrix.mul_apply, Matrix.conjTranspose_apply]
  · ext i
    fin_cases i
    norm_num [Matrix.mulVec, dotProduct, Matrix.mul_apply]
  · intro x
    simp [gapForm, sqNorm, dotProduct, Complex.normSq_apply]
    ring

end

end ApproximateDecoupling
```

```lean
#print axioms ApproximateDecoupling.energy_bounds
#print axioms ApproximateDecoupling.energy_exact_iff
```

```
'ApproximateDecoupling.energy_bounds' depends on axioms: [propext, Classical.choice, Quot.sound]
'ApproximateDecoupling.energy_exact_iff' depends on axioms: [propext, Classical.choice, Quot.sound]
```

## The trial energy in a two-component calculation

In an exact two-component (X2C) program, $X$ can be obtained from the electronic eigenvectors of a four-component matrix, and cheaper schemes replace it by an approximation $Y$, for example one assembled from atomic blocks. In an orthonormal basis, the energy studied here can be evaluated entirely with upper-component vectors:

$$\bar E(w)=\frac{u^\dagger\left(A+BY+Y^\dagger B^\dagger+Y^\dagger DY\right)u}{u^\dagger(1+Y^\dagger Y)u}.$$

The numerator contains the unnormalised two-component Hamiltonian, and the denominator its metric. A program that diagonalises this pair obtains a new upper vector, which need not be the exact $u$; the error formula applies to the quotient evaluated at the exact $u$.

The free particle makes the difference between the two energies visible. The nonrelativistic estimate of the component ratio is $Y=p/(2m)=2/3$, where $p=4$ is the momentum, so with $u=1$ the error is $\delta=1/6$. The quotient gives

$$\bar E(w)=5-\frac{8\,(1/6)^2}{1+(2/3)^2}=5-\frac{2}{13}\approx4.846,$$

whereas $A+BY=3+4\cdot\frac23\approx5.667$. The second value misses the exact energy by $B\delta=2/3$, which is linear in $\delta$. In a code, evaluating the quotient at the exact $u$ for a sequence of matrices $Y$ that approach $X$ is a simple test of the implementation: where $E-D$ is positive, halving a small nonzero $\delta$ at fixed direction should reduce the error of the quotient by a factor close to four.
